# For a positive lineshape, gain broadened transition by transition lies below the detailed-balance gain at photon energies below all transitions, and above it at photon energies above all transitions

Take a single transition of energy $e$ and emission weight $r>0$, broadened by a positive lineshape $L$, in a medium with quasi-Fermi splitting $D$ and temperature $T>0$ in energy units. At photon energy $E$, broadening its gain gives $r\,(1-\mathrm e^{(e-D)/T})\,L(E-e)$ while detailed balance gives $r\,(1-\mathrm e^{(E-D)/T})\,L(E-e)$, so the first is smaller for $E<e$ and larger for $E>e$.

In Lean 4 with Mathlib:

```lean
import Mathlib

open Finset

namespace BroadenedLaserGain

noncomputable section

variable {ι : Type*} [Fintype ι]

/-- Emission spectrum at photon energy `E`: transitions of energies `e i` and weights `r i`,
each broadened by the lineshape `L`. -/
def emission (r e : ι → ℝ) (L : ℝ → ℝ) (E : ℝ) : ℝ :=
  ∑ i, r i * L (E - e i)

/-- Gain obtained by broadening the gain of each transition, with the population factor taken at
the transition energy `e i`. `D` is the quasi-Fermi splitting and `T ≠ 0` the temperature in
energy units. -/
def broadenedGain (r e : ι → ℝ) (L : ℝ → ℝ) (D T E : ℝ) : ℝ :=
  ∑ i, r i * (1 - Real.exp ((e i - D) / T)) * L (E - e i)

/-- Gain obtained from the emission spectrum by detailed balance, with the population factor taken
at the photon energy `E`. `D` is the quasi-Fermi splitting and `T ≠ 0` the temperature in
energy units. -/
def balancedGain (r e : ι → ℝ) (L : ℝ → ℝ) (D T E : ℝ) : ℝ :=
  (1 - Real.exp ((E - D) / T)) * emission r e L E

/-- The detailed-balance gain exceeds the broadened gain by `exp ((E - D) / T)` times the
emission-weighted sum of `exp ((e i - E) / T) - 1`. -/
theorem gain_defect (r e : ι → ℝ) (L : ℝ → ℝ) (D T E : ℝ) :
    balancedGain r e L D T E - broadenedGain r e L D T E =
      Real.exp ((E - D) / T) *
        ∑ i, r i * L (E - e i) * (Real.exp ((e i - E) / T) - 1) := by
  unfold balancedGain broadenedGain emission
  rw [Finset.mul_sum, Finset.mul_sum, ← Finset.sum_sub_distrib]
  refine Finset.sum_congr rfl fun i _ => ?_
  -- split the Boltzmann factor at the photon energy
  have h : Real.exp ((e i - D) / T) =
      Real.exp ((E - D) / T) * Real.exp ((e i - E) / T) := by
    rw [← Real.exp_add]
    congr 1
    ring
  rw [h]
  ring

/-- For positive weights, lineshape and temperature, the broadened gain is strictly below the
detailed-balance gain whenever the photon energy does not exceed the emission-weighted mean
transition energy and some transition is detuned from it. -/
theorem broadened_lt_balanced_of_le_mean {r e : ι → ℝ} {L : ℝ → ℝ} {T E : ℝ} (D : ℝ)
    (hr : ∀ i, 0 < r i) (hL : ∀ x, 0 < L x) (hT : 0 < T) (hne : ∃ i, e i ≠ E)
    (hmean : E * emission r e L E ≤ ∑ i, r i * L (E - e i) * e i) :
    broadenedGain r e L D T E < balancedGain r e L D T E := by
  have hlin : ∑ i, r i * L (E - e i) * ((e i - E) / T) =
      (∑ i, r i * L (E - e i) * e i - E * emission r e L E) / T := by
    unfold emission
    rw [Finset.mul_sum, ← Finset.sum_sub_distrib, Finset.sum_div]
    exact Finset.sum_congr rfl fun i _ => by ring
  -- the exponential lies above its tangent, strictly for a detuned transition
  have hlt : ∑ i, r i * L (E - e i) * ((e i - E) / T) <
      ∑ i, r i * L (E - e i) * (Real.exp ((e i - E) / T) - 1) := by
    apply Finset.sum_lt_sum
    · intro i _
      have h := Real.add_one_le_exp ((e i - E) / T)
      exact mul_le_mul_of_nonneg_left (by linarith) (mul_pos (hr i) (hL _)).le
    · obtain ⟨i, hi⟩ := hne
      have h := Real.add_one_lt_exp (div_ne_zero (sub_ne_zero.mpr hi) hT.ne')
      exact ⟨i, Finset.mem_univ i,
        mul_lt_mul_of_pos_left (by linarith) (mul_pos (hr i) (hL _))⟩
  rw [hlin] at hlt
  have hpos := mul_pos (Real.exp_pos ((E - D) / T))
    ((div_nonneg (sub_nonneg.mpr hmean) hT.le).trans_lt hlt)
  rw [← gain_defect] at hpos
  exact sub_pos.mp hpos

/-- For at least one transition and positive weights, lineshape and temperature, the broadened gain
is strictly below the detailed-balance gain at photon energies below all transitions, and strictly
above it at photon energies above all transitions. -/
theorem broadened_gain_violates_detailed_balance [Nonempty ι] {r e : ι → ℝ} {L : ℝ → ℝ}
    {T : ℝ} (D E : ℝ) (hr : ∀ i, 0 < r i) (hL : ∀ x, 0 < L x) (hT : 0 < T) :
    ((∀ i, E < e i) → broadenedGain r e L D T E < balancedGain r e L D T E) ∧
    ((∀ i, e i < E) → balancedGain r e L D T E < broadenedGain r e L D T E) := by
  constructor
  · intro h
    obtain ⟨j⟩ := ‹Nonempty ι›
    -- below all transitions, E is also below their mean
    refine broadened_lt_balanced_of_le_mean D hr hL hT ⟨j, (h j).ne'⟩ ?_
    unfold emission
    rw [Finset.mul_sum]
    refine Finset.sum_le_sum fun i _ => ?_
    have hw := mul_le_mul_of_nonneg_left (h i).le (mul_pos (hr i) (hL (E - e i))).le
    linarith
  · intro h
    unfold balancedGain broadenedGain emission
    rw [Finset.mul_sum]
    -- every transition contributes more than detailed balance allows
    refine Finset.sum_lt_sum_of_nonempty Finset.univ_nonempty fun i _ => ?_
    have hexp : Real.exp ((e i - D) / T) < Real.exp ((E - D) / T) :=
      Real.exp_lt_exp.mpr (div_lt_div_of_pos_right (by linarith [h i]) hT)
    have hw := mul_lt_mul_of_pos_left hexp (mul_pos (hr i) (hL (E - e i)))
    linarith

/-- For at least one transition, nonnegative weights, a nonnegative continuous lineshape and
positive temperature, the two gains agree at some photon energy in any interval `[a, b]` that
contains all transition energies. -/
theorem exists_gains_agree [Nonempty ι] {r e : ι → ℝ} {L : ℝ → ℝ} {T a b : ℝ} (D : ℝ)
    (hr : ∀ i, 0 ≤ r i) (hL : ∀ x, 0 ≤ L x) (hLc : Continuous L) (hT : 0 < T)
    (ha : ∀ i, a ≤ e i) (hb : ∀ i, e i ≤ b) :
    ∃ E ∈ Set.Icc a b, broadenedGain r e L D T E = balancedGain r e L D T E := by
  obtain ⟨j⟩ := ‹Nonempty ι›
  have hc : Continuous fun E => balancedGain r e L D T E - broadenedGain r e L D T E := by
    unfold balancedGain broadenedGain emission
    fun_prop
  -- the defect is nonnegative at `a` and nonpositive at `b`
  have h1 : 0 ≤ balancedGain r e L D T a - broadenedGain r e L D T a := by
    rw [gain_defect]
    refine mul_nonneg (Real.exp_pos _).le (Finset.sum_nonneg fun i _ => ?_)
    exact mul_nonneg (mul_nonneg (hr i) (hL _)) (sub_nonneg.mpr
      (Real.one_le_exp (div_nonneg (sub_nonneg.mpr (ha i)) hT.le)))
  have h2 : balancedGain r e L D T b - broadenedGain r e L D T b ≤ 0 := by
    rw [gain_defect]
    refine mul_nonpos_iff.mpr (Or.inl ⟨(Real.exp_pos _).le, Finset.sum_nonpos fun i _ => ?_⟩)
    exact mul_nonpos_iff.mpr (Or.inl ⟨mul_nonneg (hr i) (hL _), sub_nonpos.mpr
      (Real.exp_le_one_iff.mpr
        (div_nonpos_of_nonpos_of_nonneg (sub_nonpos.mpr (hb i)) hT.le))⟩)
  obtain ⟨E, hE, h⟩ :=
    intermediate_value_Icc' ((ha j).trans (hb j)) hc.continuousOn ⟨h2, h1⟩
  exact ⟨E, hE, (sub_eq_zero.mp h).symm⟩

/-- If there is at least one transition, all lie above the quasi-Fermi splitting, and weights,
lineshape and temperature are positive, then at every photon energy below the splitting the
broadened gain is negative while the detailed-balance gain is positive. -/
theorem spurious_absorption [Nonempty ι] {r e : ι → ℝ} {L : ℝ → ℝ} {D T E : ℝ}
    (hr : ∀ i, 0 < r i) (hL : ∀ x, 0 < L x) (hT : 0 < T)
    (he : ∀ i, D < e i) (hE : E < D) :
    broadenedGain r e L D T E < 0 ∧ 0 < balancedGain r e L D T E := by
  constructor
  · unfold broadenedGain
    calc ∑ i, r i * (1 - Real.exp ((e i - D) / T)) * L (E - e i)
        < ∑ _i : ι, (0 : ℝ) := by
          refine Finset.sum_lt_sum_of_nonempty Finset.univ_nonempty fun i _ => ?_
          have h : 1 < Real.exp ((e i - D) / T) :=
            Real.one_lt_exp_iff.mpr (div_pos (sub_pos.mpr (he i)) hT)
          exact mul_neg_of_neg_of_pos
            (mul_neg_of_pos_of_neg (hr i) (by linarith)) (hL _)
      _ = 0 := Finset.sum_const_zero
  · have h : Real.exp ((E - D) / T) < 1 :=
      Real.exp_lt_one_iff.mpr (div_neg_of_neg_of_pos (sub_neg.mpr hE) hT)
    exact mul_pos (sub_pos.mpr h)
      (Finset.sum_pos (fun i _ => mul_pos (hr i) (hL _)) Finset.univ_nonempty)

end

end BroadenedLaserGain
```

```lean
#print axioms BroadenedLaserGain.broadened_gain_violates_detailed_balance
#print axioms BroadenedLaserGain.exists_gains_agree
#print axioms BroadenedLaserGain.spurious_absorption
```

```
'BroadenedLaserGain.broadened_gain_violates_detailed_balance' depends on axioms: [propext, Classical.choice, Quot.sound]
'BroadenedLaserGain.exists_gains_agree' depends on axioms: [propext, Classical.choice, Quot.sound]
'BroadenedLaserGain.spurious_absorption' depends on axioms: [propext, Classical.choice, Quot.sound]
```

## Two places to evaluate the population factor

With several transitions, the index $i$ runs over a finite set, the type `ι` in the code. Transition $i$ has energy $e_i$ (`e i`) and emission weight $r_i$ (`r i`). The three definitions are

$$
S(E)=\sum_i r_i\,L(E-e_i),
$$

$$
G_{\rm br}(E)=\sum_i r_i\left(1-\mathrm e^{(e_i-D)/T}\right)L(E-e_i),
\qquad
G_{\rm db}(E)=\left(1-\mathrm e^{(E-D)/T}\right)S(E),
$$

called `emission`, `broadenedGain` and `balancedGain`. Positive gain means amplification and negative gain means absorption. Emission is counted here per photon mode, up to a constant factor. A spontaneous emission spectrum summed over all modes also contains the density of photon modes, which has to be divided out before it is used as $S(E)$.

The population factor comes from the occupations of the two levels. Let the upper level have occupation $f_c$ and the lower one $f_v$, each a Fermi function at temperature $T$ with its own quasi-Fermi level, and let $D$ be the quasi-Fermi level of the upper level minus that of the lower one. Emission needs a filled upper and an empty lower state, so it is proportional to $f_c(1-f_v)$. Absorption is proportional to $f_v(1-f_c)$. For Fermi functions the ratio of absorption to emission is

$$
\frac{f_v(1-f_c)}{f_c(1-f_v)}=\mathrm e^{(e_i-D)/T},
$$

so the net gain of a sharp transition is its emission weight times $1-\mathrm e^{(e_i-D)/T}$. The weight $r_i$ thus contains the occupation factor $f_c(1-f_v)$ as well as the optical coupling strength. In the file it is simply a given real number.

The two gains differ in what happens once the line has a width. `broadenedGain` keeps the factor at the transition energy and spreads the result with $L$. `balancedGain` spreads the emission first and then imposes the ratio $\mathrm e^{(E-D)/T}$ between absorption and emission at the photon energy. That ratio expresses detailed balance for carriers in quasi-equilibrium exchanging photons of energy $E$. It enters here through the definition of `balancedGain` and is not derived from a microscopic model.

For gain spectra computed from a finite list of independent transitions with one phenomenological lineshape, the comparison gives the sign of the error made by broadening the gain at photon energies below all transitions or above all of them, when detailed balance with the same emission spectrum is taken as the reference.

## What is assumed and what is concluded

The main theorem, `broadened_gain_violates_detailed_balance`, assumes at least one transition (`[Nonempty ι]`), positive weights (`hr`), a lineshape positive at every detuning (`hL`) and $T>0$ (`hT`). It states two implications:

- if $E<e_i$ for all $i$, then $G_{\rm br}(E)<G_{\rm db}(E)$;
- if $e_i<E$ for all $i$, then $G_{\rm db}(E)<G_{\rm br}(E)$.

The splitting $D$ is arbitrary, so the medium may be inverted or not. The lineshape need not be symmetric, normalised or continuous. Gaussians and Lorentzians qualify. If $L$ vanished at all the detunings $E-e_i$, both gains would be zero, so a strict inequality needs $L$ to be nonzero for at least one of them.

Three further theorems refine this picture.

`broadened_lt_balanced_of_le_mean` extends the first implication into the range of the transitions. Its hypothesis `hmean` reads $E\,S(E)\le\sum_i r_i L(E-e_i)\,e_i$. Since $S(E)>0$, this says that $E$ does not exceed the emission-weighted mean transition energy

$$
\bar e(E)=\frac{\sum_i r_i L(E-e_i)\,e_i}{S(E)},
$$

where the weights are those at the photon energy $E$ itself. The hypothesis `hne` asks for some $e_i\neq E$. If every transition sat exactly at $E$, the two gains would coincide.

`exists_gains_agree` says that for a continuous lineshape the two gains are equal at some photon energy in any interval $[a,b]$ containing all $e_i$. Here weights and lineshape need only be nonnegative. The theorem does not say how many such energies there are.

`spurious_absorption` concerns a medium in which every transition lies above $D$, so that none is inverted. At any $E<D$ the broadened gain is negative and the detailed-balance gain is positive. The two formulas then disagree on whether light is absorbed or amplified.

The model has one common lineshape for all transitions and no Coulomb interaction between carriers, except in so far as it is already contained in the given $e_i$ and $r_i$. The lineshape is taken as that of the emission, and for a Lorentzian this has a cost: the absorption implied by detailed balance grows exponentially far above the transitions. The reference curve is therefore itself unphysical there.

## Two transitions with simple fractions

Let $r_1=r_2=1$, $L(x)=\mathrm e^{-|x|/T}$, $e_1=D-T\ln2$ and $e_2=D+T\ln2$. The population factors at the two transitions are $1-\tfrac12=\tfrac12$ and $1-2=-1$, so the first transition amplifies and the second absorbs. The lineshape is chosen for its simple values and is not realistic in the far tail: far above the transitions the detailed-balance absorption tends to a nonzero constant instead of decaying.

Below both, at $E=D-2T\ln2$, the lineshape values are $\tfrac12$ and $\tfrac18$. Then

$$
G_{\rm br}=\tfrac12\cdot\tfrac12-\tfrac18=\tfrac18,\qquad
G_{\rm db}=\left(1-\tfrac14\right)\left(\tfrac12+\tfrac18\right)=\tfrac{15}{32}.
$$

Above both, at $E=D+2T\ln2$, the lineshape values are exchanged, and

$$
G_{\rm br}=\tfrac12\cdot\tfrac18-\tfrac12=-\tfrac7{16},\qquad
G_{\rm db}=(1-4)\cdot\tfrac58=-\tfrac{15}8.
$$

Halfway, at $E=D$, both lineshape values are $\tfrac12$, so $\bar e(E)=D=E$ and the mean criterion applies. Detailed balance gives transparency, $G_{\rm db}=0$, while $G_{\rm br}=\tfrac14-\tfrac12=-\tfrac14$. The two curves meet higher up, near $E=D+0.45\,T$.

## The difference as a sum of exponentials

Write $w_i=r_iL(E-e_i)$. The difference of the two gains is

$$
G_{\rm db}(E)-G_{\rm br}(E)
=\sum_i w_i\left(\mathrm e^{(e_i-D)/T}-\mathrm e^{(E-D)/T}\right).
$$

Splitting the exponent as $e_i-D=(E-D)+(e_i-E)$ gives

$$
G_{\rm db}(E)-G_{\rm br}(E)
=\mathrm e^{(E-D)/T}\sum_i w_i\left(\mathrm e^{(e_i-E)/T}-1\right).
$$

This is `gain_defect`, an identity that needs no sign conditions. The proof brings both sides under one sum, and `Finset.sum_congr` reduces the claim to a single $i$. The local statement `h` is the splitting of the exponential, and `ring` finishes the algebra. For given weights $r_i$, the splitting $D$ survives only in a positive prefactor, so it does not affect the sign.

**The mean criterion.** Put $u_i=(e_i-E)/T$. The exponential lies above its tangent at zero, $\mathrm e^{u}-1\ge u$, strictly for $u\ne0$. With all $w_i>0$ and some $e_i\ne E$,

$$
\sum_i w_i\left(\mathrm e^{u_i}-1\right)>\sum_i w_iu_i
=\frac{\sum_i w_ie_i-E\,S(E)}{T}\ge0 .
$$

The last inequality is the hypothesis on the mean. In the code, `hlin` is the equality and `hlt` the strict inequality. The latter uses `Finset.sum_lt_sum`, which asks for $\le$ in every term and $<$ in one. Multiplying by the positive prefactor and rewriting backwards with `gain_defect` gives $G_{\rm db}-G_{\rm br}>0$.

**Below all transitions.** If $E<e_i$ for all $i$, then $w_iE\le w_ie_i$ for each $i$. Summing gives $E\,S(E)\le\sum_i w_ie_i$, so the mean criterion applies. The detuned transition it requires is any member of the nonempty set.

**Above all transitions.** If $e_i<E$ for all $i$, then $\mathrm e^{(e_i-D)/T}<\mathrm e^{(E-D)/T}$, and therefore

$$
w_i\left(1-\mathrm e^{(E-D)/T}\right)<w_i\left(1-\mathrm e^{(e_i-D)/T}\right)
$$

for every $i$. The sum over a nonempty set preserves the strict inequality, which is `Finset.sum_lt_sum_of_nonempty`. The exponential comparison is `hexp`, and `hw` multiplies it by $w_i$.

**Agreement somewhere in the interval.** At $E=a$ every $e_i-E$ is nonnegative, so each term of the identity is nonnegative and $G_{\rm db}(a)-G_{\rm br}(a)\ge0$. At $E=b$ every $e_i-E$ is nonpositive and the difference is $\le0$. These are `h1` and `h2`. The difference is continuous in $E$ because $L$ is, which `fun_prop` establishes, and `intermediate_value_Icc'` supplies a zero in $[a,b]$.

**Opposite signs below the splitting.** If $e_i>D$ for all $i$, then each factor $1-\mathrm e^{(e_i-D)/T}$ is negative, and so is every term of $G_{\rm br}$. If also $E<D$, then $1-\mathrm e^{(E-D)/T}$ is positive. It multiplies $S(E)$, a nonempty sum of positive terms, so $G_{\rm db}(E)>0$. The code proves the two signs separately, the first by comparing the sum term by term with a sum of zeros.
